# The energy gradient at an eigenvector of a real symmetric matrix needs no eigenvector derivative

In a fixed orthonormal basis, the gradient of a non-degenerate eigenvalue can be computed by contracting the eigenvector v with the derivative of the Hamiltonian matrix, without computing how v itself changes. For a real symmetric matrix H(t) and a real unit vector v(t), both differentiable at t, that step rests on the following identity for E = ⟨v, Hv⟩:

E' = ⟨v, H'v⟩ + 2⟨v', (H − E)v⟩

The prime denotes d/dt, where t is one parameter, such as a nuclear coordinate, and E contributes −E' to the force along it. The second term, called the Pulay term here, contains the response v'. It vanishes wherever v is an eigenvector of H, and what remains is the Hellmann–Feynman formula E' = ⟨v, H'v⟩.

## Gradients from converged and unconverged vectors

In a one-electron, non-self-consistent model with a finite orthonormal basis, such as simple orthogonal tight binding, the identity gives the gradient of one orbital energy. It also applies to one root of a configuration-interaction matrix in a fixed orthonormal basis.

The vector (H − E)v is the residual that many iterative eigensolvers monitor. If the solver stops early, ⟨v, H'v⟩ differs from the derivative of the computed energy E = ⟨v, Hv⟩ by twice the inner product of v' with that residual, provided that the returned unit vector varies differentiably with t. The exact eigenvalue can have yet another derivative.

Atom-centred basis functions move with the atoms and overlap. With overlap matrix S(t) and normalisation ⟨v, Sv⟩ = 1, the identity becomes

E' = ⟨v, (H' − E S')v⟩ + 2⟨v', (H − E S)v⟩

The name needs care in this setting. Here "Pulay term" means the part containing the response of the coefficients. The basis-motion contributions that many codes call Pulay forces sit inside H' and S', because these are derivatives of whole matrix elements. They generally remain when the coefficient response drops out, and a code must keep them.

## From the product rule to the vanishing response

Write the energy in components and differentiate:

E = Σ_i v_i Σ_j H_ij v_j

E' = Σ_i [ v'_i Σ_j H_ij v_j + v_i Σ_j (H'_ij v_j + H_ij v'_j) ]

Since H_ij = H_ji, the two response terms are equal, ⟨v, Hv'⟩ = ⟨v', Hv⟩. Therefore

E' = ⟨v, H'v⟩ + 2⟨v', Hv⟩  (1)

The same calculation applied to the constant ⟨v, Sv⟩ = 1 gives

0 = ⟨v, S'v⟩ + 2⟨v', Sv⟩  (2)

Subtracting E times (2) from (1) gives the identity with overlap. Setting S = 1 and S' = 0 gives the orthonormal form.

Now suppose that Hv = εSv at the point considered. Then

E = ⟨v, Hv⟩ = ε⟨v, Sv⟩ = ε

so (H − E S)v = 0, and the response term is zero whatever v' is. The gradient is ⟨v, (H' − εS')v⟩, or ⟨v, H'v⟩ when S = 1.

There is also a converse for S = 1. Suppose that 2⟨w, (H − E)v⟩ = 0 for every w orthogonal to the unit vector v. The residual r = (H − E)v is itself orthogonal to v, because ⟨r, v⟩ = E − E = 0. Choosing w = r gives 2⟨r, r⟩ = 0, hence r = 0 and Hv = Ev.

A fixed two-level Hamiltonian shows what is lost away from an eigenvector. Take H = diag(1, −1) and v = (cos t, sin t). Then H' = 0 and E = cos 2t, so the whole derivative is the response term:

E' = 2⟨v', (H − E)v⟩ = −2 sin 2t

Finally, two equivalent centres provide a solution with overlap. Let H have diagonal elements a and off-diagonal elements b, and let S have diagonal elements 1 and off-diagonal elements s > −1. Put both coefficients equal to x = 1/√(2 + 2s). Then

⟨v, Sv⟩ = x²(2 + 2s) = 1

Each component of Hv is (a + b)x and each component of Sv is (1 + s)x, so ε = (a + b)/(1 + s).

## The Lean file

```lean
import Mathlib

open Matrix

namespace PulayForce

noncomputable section

variable {n : Type*} [Fintype n] [DecidableEq n]

/-- The quadratic form `⟨v, A v⟩` of a real matrix `A` in the coefficient vector `v`. -/
def expectation {n : Type*} [Fintype n] (A : Matrix n n ℝ) (v : n → ℝ) : ℝ :=
  v ⬝ᵥ A *ᵥ v

/-- The Pulay term `2 ⟨v', (H - E S) v⟩`, with `E = ⟨v, H v⟩`, overlap matrix `S` and
orbital response `v'`. -/
def pulayTerm {n : Type*} [Fintype n] (H S : Matrix n n ℝ) (v v' : n → ℝ) : ℝ :=
  2 * (v' ⬝ᵥ (H - expectation H v • S) *ᵥ v)

omit [DecidableEq n] in
/-- Matrix elements of `A - e B` split into those of `A` and `B`. -/
theorem element_sub_smul (A B : Matrix n n ℝ) (e : ℝ) (x y : n → ℝ) :
    x ⬝ᵥ (A - e • B) *ᵥ y = x ⬝ᵥ A *ᵥ y - e * (x ⬝ᵥ B *ᵥ y) := by
  simp only [dotProduct, Matrix.mulVec, Matrix.sub_apply, Matrix.smul_apply, smul_eq_mul,
    sub_mul, Finset.sum_sub_distrib, mul_sub, Finset.mul_sum]
  congr 1
  exact Finset.sum_congr rfl fun i _ => Finset.sum_congr rfl fun j _ => by ring

omit [DecidableEq n] in
/-- The derivative of `⟨v, A v⟩` is `⟨v, A' v⟩ + 2 ⟨v', A v⟩` when `A` is symmetric at the point
considered. -/
theorem hasDerivAt_expectation {A : ℝ → Matrix n n ℝ} {A' : Matrix n n ℝ}
    {v : ℝ → n → ℝ} {v' : n → ℝ} {t : ℝ} (hsym : (A t).IsSymm)
    (hA : ∀ i j, HasDerivAt (fun s => A s i j) (A' i j) t)
    (hv : ∀ i, HasDerivAt (fun s => v s i) (v' i) t) :
    HasDerivAt (fun s => expectation (A s) (v s))
      (expectation A' (v t) + 2 * (v' ⬝ᵥ A t *ᵥ v t)) t := by
  -- the product rule, entry by entry
  have h : HasDerivAt (fun s => ∑ i, v s i * ∑ j, A s i j * v s j)
      (∑ i, (v' i * ∑ j, A t i j * v t j
        + v t i * ∑ j, (A' i j * v t j + A t i j * v' j))) t :=
    HasDerivAt.fun_sum fun i _ =>
      (hv i).fun_mul (HasDerivAt.fun_sum fun j _ => (hA i j).fun_mul (hv j))
  -- symmetry makes the two response terms equal
  have hs : v t ⬝ᵥ A t *ᵥ v' = v' ⬝ᵥ A t *ᵥ v t := by
    rw [Matrix.dotProduct_mulVec (v t) (A t) v', ← Matrix.mulVec_transpose, hsym.eq,
      dotProduct_comm]
  have h2 : expectation A' (v t) + 2 * (v' ⬝ᵥ A t *ᵥ v t)
      = v' ⬝ᵥ A t *ᵥ v t + (v t ⬝ᵥ A' *ᵥ v t + v t ⬝ᵥ A t *ᵥ v') := by
    rw [hs, expectation]
    ring
  have e : (fun s => expectation (A s) (v s))
      = fun s => ∑ i, v s i * ∑ j, A s i j * v s j := rfl
  rw [e, h2]
  refine h.congr_deriv ?_
  simp only [dotProduct, Matrix.mulVec, Finset.sum_add_distrib, mul_add]

omit [DecidableEq n] in
/-- Energy derivative in a moving non-orthogonal basis: for `⟨v, S v⟩ = 1`,
`E' = ⟨v, (H' - E S') v⟩ + 2 ⟨v', (H - E S) v⟩`. -/
theorem energy_deriv_overlap {H S : ℝ → Matrix n n ℝ} {H' S' : Matrix n n ℝ}
    {v : ℝ → n → ℝ} {v' : n → ℝ} {t : ℝ} (hHs : (H t).IsSymm) (hSs : (S t).IsSymm)
    (hH : ∀ i j, HasDerivAt (fun s => H s i j) (H' i j) t)
    (hS : ∀ i j, HasDerivAt (fun s => S s i j) (S' i j) t)
    (hv : ∀ i, HasDerivAt (fun s => v s i) (v' i) t)
    (hnorm : ∀ s, expectation (S s) (v s) = 1) :
    HasDerivAt (fun s => expectation (H s) (v s))
      (expectation (H' - expectation (H t) (v t) • S') (v t)
        + pulayTerm (H t) (S t) (v t) v') t := by
  -- conservation of the norm
  have h0 : HasDerivAt (fun s => expectation (S s) (v s)) 0 t := by
    simp only [hnorm]
    exact hasDerivAt_const t (1 : ℝ)
  have hc := (hasDerivAt_expectation hSs hS hv).unique h0
  refine (hasDerivAt_expectation hHs hH hv).congr_deriv ?_
  have h1 : expectation (H' - expectation (H t) (v t) • S') (v t)
      = expectation H' (v t) - expectation (H t) (v t) * expectation S' (v t) :=
    element_sub_smul _ _ _ _ _
  rw [h1, pulayTerm, element_sub_smul]
  linear_combination expectation (H t) (v t) * hc

/-- Energy derivative for a unit vector in a fixed orthonormal basis:
`E' = ⟨v, H' v⟩ + 2 ⟨v', (H - E) v⟩`. -/
theorem energy_deriv {H : ℝ → Matrix n n ℝ} {H' : Matrix n n ℝ}
    {v : ℝ → n → ℝ} {v' : n → ℝ} {t : ℝ} (hHs : (H t).IsSymm)
    (hH : ∀ i j, HasDerivAt (fun s => H s i j) (H' i j) t)
    (hv : ∀ i, HasDerivAt (fun s => v s i) (v' i) t)
    (hnorm : ∀ s, v s ⬝ᵥ v s = 1) :
    HasDerivAt (fun s => expectation (H s) (v s))
      (expectation H' (v t) + pulayTerm (H t) 1 (v t) v') t := by
  have h := energy_deriv_overlap (S := fun _ => (1 : Matrix n n ℝ)) (S' := 0)
    hHs Matrix.transpose_one hH (fun i j => hasDerivAt_const t _) hv
    (fun s => by rw [expectation, Matrix.one_mulVec, hnorm])
  simpa only [smul_zero, sub_zero] using h

omit [DecidableEq n] in
/-- If `H v = ε S v` and `⟨v, S v⟩ = 1`, the energy is `ε` and the Pulay term vanishes for
every response `v'`. -/
theorem pulayTerm_eq_zero {H S : Matrix n n ℝ} {v : n → ℝ} {ε : ℝ}
    (hnorm : expectation S v = 1) (heig : H *ᵥ v = ε • (S *ᵥ v)) (v' : n → ℝ) :
    expectation H v = ε ∧ pulayTerm H S v v' = 0 := by
  have hE : expectation H v = ε := by
    rw [expectation] at hnorm ⊢
    rw [heig, dotProduct_smul, hnorm, smul_eq_mul, mul_one]
  refine ⟨hE, ?_⟩
  rw [pulayTerm, element_sub_smul, hE, heig, dotProduct_smul, smul_eq_mul]
  ring

/-- Hellmann–Feynman theorem: where the unit vector `v(t)` is an eigenvector of `H(t)`, the
Pulay term is zero and `E' = ⟨v, H' v⟩`. -/
theorem hellmann_feynman {H : ℝ → Matrix n n ℝ} {H' : Matrix n n ℝ}
    {v : ℝ → n → ℝ} {v' : n → ℝ} {t ε : ℝ} (hHs : (H t).IsSymm)
    (hH : ∀ i j, HasDerivAt (fun s => H s i j) (H' i j) t)
    (hv : ∀ i, HasDerivAt (fun s => v s i) (v' i) t)
    (hnorm : ∀ s, v s ⬝ᵥ v s = 1) (heig : H t *ᵥ v t = ε • v t) :
    pulayTerm (H t) 1 (v t) v' = 0 ∧
      HasDerivAt (fun s => expectation (H s) (v s)) (expectation H' (v t)) t := by
  have hp : pulayTerm (H t) 1 (v t) v' = 0 :=
    (pulayTerm_eq_zero (by rw [expectation, Matrix.one_mulVec, hnorm])
      (by rw [Matrix.one_mulVec, heig]) v').2
  have h := energy_deriv hHs hH hv hnorm
  rw [hp, add_zero] at h
  exact ⟨hp, h⟩

omit [DecidableEq n] in
/-- Where `H v = ε S v` holds in a moving non-orthogonal basis, the energy derivative is
`⟨v, (H' - ε S') v⟩`. -/
theorem force_of_secular_equation {H S : ℝ → Matrix n n ℝ} {H' S' : Matrix n n ℝ}
    {v : ℝ → n → ℝ} {v' : n → ℝ} {t ε : ℝ} (hHs : (H t).IsSymm) (hSs : (S t).IsSymm)
    (hH : ∀ i j, HasDerivAt (fun s => H s i j) (H' i j) t)
    (hS : ∀ i j, HasDerivAt (fun s => S s i j) (S' i j) t)
    (hv : ∀ i, HasDerivAt (fun s => v s i) (v' i) t)
    (hnorm : ∀ s, expectation (S s) (v s) = 1)
    (heig : H t *ᵥ v t = ε • (S t *ᵥ v t)) :
    HasDerivAt (fun s => expectation (H s) (v s)) (expectation (H' - ε • S') (v t)) t := by
  obtain ⟨hE, hp⟩ := pulayTerm_eq_zero (hnorm t) heig v'
  have h := energy_deriv_overlap hHs hSs hH hS hv hnorm
  rw [hp, add_zero, hE] at h
  exact h

/-- For a unit vector `v`, the Pulay term vanishes for all responses orthogonal to `v`
exactly when `H v = E v`. -/
theorem pulayTerm_zero_iff_eigenvector (H : Matrix n n ℝ) {v : n → ℝ} (hnorm : v ⬝ᵥ v = 1) :
    (∀ w, w ⬝ᵥ v = 0 → pulayTerm H 1 v w = 0) ↔ H *ᵥ v = expectation H v • v := by
  constructor
  · intro h
    -- test with the residual vector, which is orthogonal to `v`
    have hw : (H *ᵥ v - expectation H v • v) ⬝ᵥ v = 0 := by
      rw [sub_dotProduct, smul_dotProduct, hnorm, dotProduct_comm, smul_eq_mul, mul_one,
        expectation, sub_self]
    have hp := h _ hw
    rw [pulayTerm, element_sub_smul, Matrix.one_mulVec, hw] at hp
    apply sub_eq_zero.1
    apply dotProduct_self_eq_zero.1
    rw [dotProduct_sub, dotProduct_smul, hw, smul_eq_mul]
    linarith
  · intro h w _
    exact (pulayTerm_eq_zero (by rw [expectation, Matrix.one_mulVec, hnorm])
      (by rw [Matrix.one_mulVec]; exact h) w).2

/-- For the fixed Hamiltonian `diag(1, -1)` and the rotating vector `(cos t, sin t)`, the
energy derivative is the Pulay term alone, and it equals `-2 sin 2t`. -/
theorem pulay_only_force (t : ℝ) :
    HasDerivAt (fun s => expectation !![1, 0; 0, -1] ![Real.cos s, Real.sin s])
      (pulayTerm !![1, 0; 0, -1] 1 ![Real.cos t, Real.sin t] ![-Real.sin t, Real.cos t]) t ∧
    pulayTerm !![1, 0; 0, -1] 1 ![Real.cos t, Real.sin t] ![-Real.sin t, Real.cos t]
      = -2 * Real.sin (2 * t) := by
  constructor
  · have h := energy_deriv (H := fun _ => !![(1 : ℝ), 0; 0, -1]) (H' := 0)
      (v := fun s => ![Real.cos s, Real.sin s]) (v' := ![-Real.sin t, Real.cos t]) (t := t)
      (Matrix.IsSymm.ext fun i j => by fin_cases i <;> fin_cases j <;> simp)
      (fun i j => hasDerivAt_const t _)
      (Fin.forall_fin_two.2 ⟨Real.hasDerivAt_cos t, Real.hasDerivAt_sin t⟩)
      (fun s => by
        simp only [dotProduct, Fin.sum_univ_two, Matrix.cons_val_zero, Matrix.cons_val_one]
        linear_combination Real.sin_sq_add_cos_sq s)
    have z : expectation (0 : Matrix (Fin 2) (Fin 2) ℝ) ![Real.cos t, Real.sin t] = 0 := by
      rw [expectation, Matrix.zero_mulVec, dotProduct_zero]
    rw [z, zero_add] at h
    exact h
  · rw [pulayTerm, element_sub_smul, Matrix.one_mulVec, Real.sin_two_mul]
    simp only [dotProduct, Matrix.mulVec, Fin.sum_univ_two, Matrix.of_apply,
      Matrix.cons_val', Matrix.cons_val_zero, Matrix.cons_val_one, Matrix.cons_val_fin_one]
    ring

/-- With two equivalent centres of overlap `s > -1`, the in-phase orbital with coefficients
`1/√(2+2s)` is normalised and solves `H c = ε S c` with `ε = (a+b)/(1+s)`. -/
theorem secular_equation_witness (a b s : ℝ) (hs : -1 < s) :
    expectation !![1, s; s, 1] (fun _ => 1 / √(2 + 2 * s)) = 1 ∧
    !![a, b; b, a] *ᵥ (fun _ => 1 / √(2 + 2 * s))
      = ((a + b) / (1 + s)) • (!![1, s; s, 1] *ᵥ (fun _ => 1 / √(2 + 2 * s))) := by
  have hpos : 0 < 2 + 2 * s := by linarith
  have hq : √(2 + 2 * s) * √(2 + 2 * s) = 2 + 2 * s := Real.mul_self_sqrt hpos.le
  have hq0 : √(2 + 2 * s) ≠ 0 := (Real.sqrt_pos.2 hpos).ne'
  have hd : (a + b) / (1 + s) * (1 + s) = a + b := div_mul_cancel₀ _ (by linarith)
  have hx : 1 / √(2 + 2 * s) * (1 / √(2 + 2 * s)) * (2 + 2 * s) = 1 := by
    rw [div_mul_div_comm, hq, one_mul, one_div, inv_mul_cancel₀ hpos.ne']
  generalize 1 / √(2 + 2 * s) = x at hx ⊢
  constructor
  · simp only [expectation, dotProduct, Matrix.mulVec, Fin.sum_univ_two, Matrix.of_apply,
      Matrix.cons_val', Matrix.cons_val_zero, Matrix.cons_val_one, Matrix.cons_val_fin_one]
    linear_combination hx
  · refine funext (Fin.forall_fin_two.2 ⟨?_, ?_⟩) <;>
    simp only [dotProduct, Matrix.mulVec, Fin.sum_univ_two, Matrix.of_apply, Pi.smul_apply,
      smul_eq_mul, Matrix.cons_val', Matrix.cons_val_zero, Matrix.cons_val_one,
      Matrix.cons_val_fin_one] <;>
    linear_combination (-x) * hd

end

end PulayForce
```

```lean
#print axioms PulayForce.energy_deriv
#print axioms PulayForce.hellmann_feynman
#print axioms PulayForce.pulayTerm_zero_iff_eigenvector
#print axioms PulayForce.pulay_only_force
```

```
'PulayForce.energy_deriv' depends on axioms: [propext, Classical.choice, Quot.sound]
'PulayForce.hellmann_feynman' depends on axioms: [propext, Classical.choice, Quot.sound]
'PulayForce.pulayTerm_zero_iff_eigenvector' depends on axioms: [propext, Classical.choice, Quot.sound]
'PulayForce.pulay_only_force' depends on axioms: [propext, Classical.choice, Quot.sound]
```

## How the theorems map to a calculation

The finite type `n` labels the basis functions, a `Matrix n n ℝ` holds matrix elements, and a function `n → ℝ` holds coefficients. `expectation A v` is ⟨v, Av⟩, and `pulayTerm H S v v'` is 2⟨v', (H − E S)v⟩ with E = ⟨v, Hv⟩. A statement `HasDerivAt f d t` says that f is differentiable at t with derivative d. The hypotheses `hH`, `hS` and `hv` say this for each matrix element and coefficient.

`energy_deriv` is the identity for unit vectors, and `energy_deriv_overlap` is the version with overlap. Symmetry is required only at t, while `hnorm` requires normalisation at every parameter value. In `hellmann_feynman` and `force_of_secular_equation`, the eigenvalue equation is needed only at t; the vector may fail to be an eigenvector elsewhere. Despite the word "force" in some names, all these theorems give E', without the minus sign.

## How the proof follows the algebra

`element_sub_smul` splits a matrix element of A − eB into its two parts. `hasDerivAt_expectation` proves equation (1) for any differentiable matrix that is symmetric at t, so that it serves for both H and S: `h` is the product rule entry by entry, and `hs` uses symmetry to merge the response terms.

In `energy_deriv_overlap`, the normalisation is a constant function with derivative 0. Uniqueness of the derivative turns this into equation (2), stored as `hc`, and the final `linear_combination` uses E times that equation. `energy_deriv` then inserts the constant identity matrix for S.

`pulayTerm_eq_zero` proves both E = ε and the vanishing of the response term. `hellmann_feynman` and `force_of_secular_equation` substitute these facts into the two derivative formulas. `pulayTerm_zero_iff_eigenvector` proves the converse by testing with the residual; it does not need H to be symmetric.

`pulay_only_force` applies `energy_deriv` to the rotating vector and evaluates the result. `secular_equation_witness` checks the two-centre solution component by component; it concerns fixed a, b and s and computes no gradient.

## Assumptions a code must meet

The derivative theorems cover real symmetric matrices in a finite basis and one parameter at a time. Complex Hermitian matrices, as at a general k-point, are not included.

Differentiability of v is assumed, not derived from that of H. This matters near degeneracies, where the vector returned by a diagonaliser can jump or mix with others. An arbitrary sign flip between geometries also breaks the assumption for the returned vectors, although it leaves E unchanged.

The overlap matrix is not required to be positive definite. A genuine overlap matrix of linearly independent functions is, which for the two-centre example means −1 < s < 1.

In a self-consistent calculation H depends on the orbitals, so H' along the path includes the response of the density or potential. Moreover, ⟨v, Hv⟩ is then an orbital energy and in general not the total energy. The total-energy gradient of such a method needs its own derivation.

The theorems concern exact real arithmetic. They do not certify a program's matrix derivatives, its convergence threshold or its rounding error.
